# The Heisenberg Dimer: Characteristic Polynomial $(x-1)^3(x+3)$ and the Singlet Eigenspace at $-3$

A state of two spins 1/2 is represented here as a complex function on pairs of indices, $v : \{0,1\}\times\{0,1\}\to\mathbb C$, and not as a column of four numbers. The pair $(i,j)$ keeps the two spins visible: $i$ belongs to the first, $j$ to the second, and exchanging the spins means exchanging the arguments. An ordering of the four basis states is needed only when a matrix or its determinant is to be written out as a 4 by 4 array. We write $v_{ij}$ for $v(i,j)$ and $e_{ij}$ for the product basis state that is 1 at $(i,j)$ and 0 elsewhere. Index 0 is spin up along $z$, and index 1 is spin down.

Let $s_x,s_y,s_z$ be the Pauli matrices and let $J_x,J_y,J_z$ be complex numbers. The XYZ exchange matrix is

$$H = J_x\, s_x\otimes s_x + J_y\, s_y\otimes s_y + J_z\, s_z\otimes s_z ,$$

and the isotropic Heisenberg dimer $K$ is the case $J_x=J_y=J_z=1$. Three claims are proved:

- The characteristic polynomial of $H$ is a product of four explicit linear factors. For $K$ it is $(x-1)^3(x+3)$.
- The eigenspace of $H$ at $-(J_x+J_y+J_z)$ is the line spanned by the singlet $e_{01}-e_{10}$ if and only if none of $J_x+J_y$, $J_y+J_z$, $J_z+J_x$ is zero. For $K$ this is the eigenspace at $-3$.
- The eigenspace of $K$ at $1$ consists of the exchange-symmetric states.

## Two blocks and four levels

The matrix $s_x$ swaps $e_0$ and $e_1$, while $s_y e_0 = i e_1$ and $s_y e_1=-i e_0$. Hence $s_x\otimes s_x$ flips both spins with factor 1. The product $s_y\otimes s_y$ also flips both, with factor $i^2=(-i)^2=-1$ on the parallel states and $i(-i)=1$ on the antiparallel ones. Finally, $s_z\otimes s_z$ gives $+1$ on parallel and $-1$ on antiparallel states. In the order 00, 01, 10, 11,

$$H=\begin{pmatrix} J_z&0&0&J_x-J_y\\ 0&-J_z&J_x+J_y&0\\ 0&J_x+J_y&-J_z&0\\ J_x-J_y&0&0&J_z\end{pmatrix}.$$

Only 00 and 11 are coupled, and only 01 and 10. The determinant of $x-H$ is therefore a product of two 2 by 2 determinants:

$$\det(x-H)=\big[(x-J_z)^2-(J_x-J_y)^2\big]\big[(x+J_z)^2-(J_x+J_y)^2\big].$$

Each bracket is a difference of squares, so the roots are

$$J_x-J_y+J_z,\quad -J_x+J_y+J_z,\quad J_x+J_y-J_z,\quad -(J_x+J_y+J_z).$$

With equal couplings 1 the first three are 1 and the last is $-3$, which gives $(x-1)^3(x+3)$.

## When the singlet is alone at its level

Set $E=-(J_x+J_y+J_z)$. The equation $Hv=Ev$ has four components:

$$\begin{aligned}
J_z v_{00}+(J_x-J_y)v_{11}&=E v_{00}, & -J_z v_{01}+(J_x+J_y)v_{10}&=E v_{01},\\
(J_x+J_y)v_{01}-J_z v_{10}&=E v_{10}, & (J_x-J_y)v_{00}+J_z v_{11}&=E v_{11}.
\end{aligned}$$

Add the equations for $v_{00}$ and $v_{11}$, then subtract them, and divide by 2 each time. The equation for $v_{01}$ can be rearranged directly. The results are

$$(J_z+J_x)(v_{00}+v_{11})=0,\quad (J_y+J_z)(v_{00}-v_{11})=0,\quad (J_x+J_y)(v_{01}+v_{10})=0.$$

The equation for $v_{10}$ repeats the last of these. If no pairwise sum vanishes, then $v_{00}=v_{11}=0$ and $v_{10}=-v_{01}$, so $v=v_{01}(e_{01}-e_{10})$. Every such multiple does solve the four equations.

Conversely, a vanishing sum lets in a second eigenvector at the same level: $e_{01}+e_{10}$ if $J_x+J_y=0$, $e_{00}-e_{11}$ if $J_y+J_z=0$, and $e_{00}+e_{11}$ if $J_z+J_x=0$. The condition on the sums thus says physically that none of the other three levels coincides with the singlet level; their energies measured from the singlet level are twice the pairwise sums.

For $K$ at eigenvalue 1, the parallel components satisfy their equations automatically, and the other two equations both reduce to $v_{01}=v_{10}$. This is exchange symmetry.

As a numerical instance, take $(J_x,J_y,J_z)=(1,2,3)$. The outer block is $\begin{pmatrix}3&-1\\-1&3\end{pmatrix}$, with eigenvalue 2 on $e_{00}+e_{11}$ and 4 on $e_{00}-e_{11}$. The inner block is $\begin{pmatrix}-3&3\\3&-3\end{pmatrix}$, with eigenvalue 0 on $e_{01}+e_{10}$ and $-6$ on $e_{01}-e_{10}$. The four levels add up to zero, as the trace of $H$ requires, and the singlet is alone at $-6$.

## Energies and the exchange constant

With spin operators equal to half the Pauli matrices and $\hbar=1$, the exchange Hamiltonian $J\,\mathbf S_1\cdot\mathbf S_2$ is $(J/4)K$. Its levels are $J/4$ for the triplet and $-3J/4$ for the singlet. For an isolated pair of localised spins 1/2 with isotropic exchange and no field, the triplet energy minus the singlet energy is therefore $J$. The size of a computed or measured gap gives $|J|$, and the order of the two levels gives the sign: the singlet is the lower one when $J>0$.

## Matrices and states in Lean

```lean
import Mathlib

open Polynomial (X C)
open scoped Matrix Kronecker

namespace HeisenbergDimerSpectrum

noncomputable section
```

The Pauli matrices are entered explicitly, which fixes their phases and signs.

```lean
/-- The Pauli matrix `sx`. -/
def sx : Matrix (Fin 2) (Fin 2) ℂ := !![0, 1; 1, 0]

/-- The Pauli matrix `sy`. -/
def sy : Matrix (Fin 2) (Fin 2) ℂ := !![0, -Complex.I; Complex.I, 0]

/-- The Pauli matrix `sz`. -/
def sz : Matrix (Fin 2) (Fin 2) ℂ := !![1, 0; 0, -1]
```

The symbol `⊗ₖ` is the Kronecker product. Its rows and columns are indexed by pairs, matching the states above. The couplings are dimensionless complex numbers; $H$ is Hermitian when they are real, but the theorems do not need this.

```lean
/-- The exchange matrix of two spins 1/2 with a separate coupling for each axis. -/
def xyzDimer (Jx Jy Jz : ℂ) : Matrix (Fin 2 × Fin 2) (Fin 2 × Fin 2) ℂ :=
  Jx • (sx ⊗ₖ sx) + Jy • (sy ⊗ₖ sy) + Jz • (sz ⊗ₖ sz)

/-- The isotropic Heisenberg dimer `K = sx ⊗ sx + sy ⊗ sy + sz ⊗ sz`. -/
def heisenbergDimer : Matrix (Fin 2 × Fin 2) (Fin 2 × Fin 2) ℂ :=
  sx ⊗ₖ sx + sy ⊗ₖ sy + sz ⊗ₖ sz
```

The singlet is left unnormalised. The normalised state is $(e_{01}-e_{10})/\sqrt2$, and both span the same line.

```lean
/-- The unnormalised singlet `e01 - e10`. -/
def singlet : Fin 2 × Fin 2 → ℂ := Pi.single (0, 1) 1 - Pi.single (1, 0) 1
```

The next definition numbers the basis states 00, 01, 10, 11 from 0 to 3. The two proof fields check that the numbering and its inverse undo each other.

```lean
/-- The ordering 00, 01, 10, 11 of the product basis. -/
def basisOrder : Fin 2 × Fin 2 ≃ Fin 4 where
  toFun p := !![0, 1; 2, 3] p.1 p.2
  invFun := ![(0, 0), (0, 1), (1, 0), (1, 1)]
  left_inv := by
    rintro ⟨i, j⟩
    fin_cases i <;> fin_cases j <;> rfl
  right_inv := by
    intro i
    fin_cases i <;> rfl
```

The isotropic dimer is then identified with the XYZ dimer at unit couplings, so that general results can be specialised.

```lean
/-- The Heisenberg dimer is the XYZ dimer with all three couplings equal to one. -/
theorem heisenbergDimer_eq : heisenbergDimer = xyzDimer 1 1 1 := by
  simp only [heisenbergDimer, xyzDimer, one_smul]
```

## The determinant and the linear factors

The block factorisation is stated over an arbitrary commutative ring, because the entries of $x-H$ are polynomials and not numbers. The proof expands along the first row, evaluates the remaining 3 by 3 determinants and lets `ring` compare the two sides.

```lean
/-- The determinant of the 4 by 4 matrix with outer block `a, b; b, a` and inner block `c, d; d, c`
is `(a ^ 2 - b ^ 2) * (c ^ 2 - d ^ 2)`. -/
theorem det_two_blocks {R : Type*} [CommRing R] (a b c d : R) :
    Matrix.det !![a, 0, 0, b; 0, c, d, 0; 0, d, c, 0; b, 0, 0, a]
      = (a ^ 2 - b ^ 2) * (c ^ 2 - d ^ 2) := by
  rw [Matrix.det_succ_row_zero]
  simp [Fin.sum_univ_succ, Matrix.det_fin_three, Fin.succAbove]
  ring
```

In the next theorem `X` is the polynomial variable and `C` turns a complex number into a constant polynomial. The statement is the four-factor formula, valid for all complex couplings.

The step `h` computes the 4 by 4 matrix displayed earlier, entry by entry, and `hc` does the same for $x-H$. Relabelling the basis leaves the characteristic polynomial unchanged, by `Matrix.charpoly_reindex`. The block lemma then applies with $a=x-J_z$, $b=-(J_x-J_y)$, $c=x+J_z$ and $d=-(J_x+J_y)$, and the final `ring` factors the differences of squares.

```lean
/-- The characteristic polynomial of the XYZ dimer splits into four linear factors,
each fixed by a signed sum of the couplings. -/
theorem xyzDimer_charpoly (Jx Jy Jz : ℂ) :
    (xyzDimer Jx Jy Jz).charpoly =
      (X - C (Jx - Jy + Jz)) * (X - C (-Jx + Jy + Jz)) * (X - C (Jx + Jy - Jz))
        * (X + C (Jx + Jy + Jz)) := by
  -- the matrix in the ordered product basis
  have h : Matrix.reindex basisOrder basisOrder (xyzDimer Jx Jy Jz) =
      !![Jz, 0, 0, Jx - Jy; 0, -Jz, Jx + Jy, 0; 0, Jx + Jy, -Jz, 0; Jx - Jy, 0, 0, Jz] := by
    ext i j
    fin_cases i <;> fin_cases j <;>
      simp [basisOrder, xyzDimer, sx, sy, sz, Matrix.kroneckerMap_apply] <;> try ring
  have hc : Matrix.charmatrix
      !![Jz, 0, 0, Jx - Jy; 0, -Jz, Jx + Jy, 0; 0, Jx + Jy, -Jz, 0; Jx - Jy, 0, 0, Jz] =
      !![X - C Jz, 0, 0, -(C Jx - C Jy); 0, X + C Jz, -(C Jx + C Jy), 0;
        0, -(C Jx + C Jy), X + C Jz, 0; -(C Jx - C Jy), 0, 0, X - C Jz] := by
    ext1 i j
    fin_cases i <;> fin_cases j <;>
      simp
  rw [← Matrix.charpoly_reindex basisOrder, h, Matrix.charpoly, hc, det_two_blocks]
  simp only [map_add, map_sub, map_neg]
  ring
```

## The eigenvalue equation in components

`Matrix.toLin'` turns a matrix into the linear map $v\mapsto Hv$, and `Module.End.eigenspace` is the subspace of all solutions of $Hv=Ev$, including zero. The theorem says that membership in this subspace is equivalent to the four scalar equations. It holds for every $E$; if $E$ is not an eigenvalue, the only solution is $v=0$.

The proof first computes the four components of $Hv$. The two directions then read the vector equation component by component and reassemble it.

```lean
/-- The eigenvalue equation of the XYZ dimer, written out in the product basis. -/
theorem xyzDimer_eigen_iff (Jx Jy Jz E : ℂ) (v : Fin 2 × Fin 2 → ℂ) :
    v ∈ Module.End.eigenspace (Matrix.toLin' (xyzDimer Jx Jy Jz)) E ↔
      Jz * v (0, 0) + (Jx - Jy) * v (1, 1) = E * v (0, 0) ∧
      -Jz * v (0, 1) + (Jx + Jy) * v (1, 0) = E * v (0, 1) ∧
      (Jx + Jy) * v (0, 1) + -Jz * v (1, 0) = E * v (1, 0) ∧
      (Jx - Jy) * v (0, 0) + Jz * v (1, 1) = E * v (1, 1) := by
  rw [Module.End.mem_eigenspace_iff, Matrix.toLin'_apply]
  -- the four components of the matrix acting on the state
  have a : (xyzDimer Jx Jy Jz *ᵥ v) (0, 0) = Jz * v (0, 0) + (Jx - Jy) * v (1, 1) ∧
      (xyzDimer Jx Jy Jz *ᵥ v) (0, 1) = -Jz * v (0, 1) + (Jx + Jy) * v (1, 0) ∧
      (xyzDimer Jx Jy Jz *ᵥ v) (1, 0) = (Jx + Jy) * v (0, 1) + -Jz * v (1, 0) ∧
      (xyzDimer Jx Jy Jz *ᵥ v) (1, 1) = (Jx - Jy) * v (0, 0) + Jz * v (1, 1) := by
    refine ⟨?_, ?_, ?_, ?_⟩ <;>
      simp [Matrix.mulVec, dotProduct, Fintype.sum_prod_type, Fin.sum_univ_two, xyzDimer,
        sx, sy, sz, Matrix.kroneckerMap_apply, -mul_eq_mul_right_iff,
        -mul_eq_mul_left_iff] <;> try ring
  obtain ⟨a1, a2, a3, a4⟩ := a
  constructor
  · intro h
    exact ⟨a1.symm.trans (congrFun h (0, 0)), a2.symm.trans (congrFun h (0, 1)),
      a3.symm.trans (congrFun h (1, 0)), a4.symm.trans (congrFun h (1, 1))⟩
  · rintro ⟨h1, h2, h3, h4⟩
    ext ⟨i, j⟩
    fin_cases i <;> fin_cases j
    exacts [a1.trans h1, a2.trans h2, a3.trans h3, a4.trans h4]
```

The singlet line also gets a description in components. In the harder direction the multiple is exhibited: the coefficient is $v_{01}$.

```lean
/-- A two-spin state is a multiple of the singlet exactly when its parallel components
vanish and its antiparallel components are opposite. -/
theorem mem_span_singlet_iff (v : Fin 2 × Fin 2 → ℂ) :
    v ∈ Submodule.span ℂ {singlet} ↔
      v (0, 0) = 0 ∧ v (1, 1) = 0 ∧ v (1, 0) = -v (0, 1) := by
  rw [Submodule.mem_span_singleton]
  constructor
  · rintro ⟨c, rfl⟩
    simp [singlet]
  · rintro ⟨ha, hd, hc⟩
    refine ⟨v (0, 1), ?_⟩
    ext ⟨i, j⟩
    fin_cases i <;> fin_cases j <;> simp [singlet, ha, hd, hc]
```

## The degeneracy criterion

The theorem is an equality of subspaces on one side and three inequalities on the other. The equality says more than that the singlet is an eigenvector: every solution at this level is a multiple of it. It does not say that the level is the lowest. For real couplings the singlet lies strictly below the other three levels exactly when all three pairwise sums are positive, and with all three couplings negative it lies highest.

After the two preceding lemmas have been substituted, the equality becomes a statement about components for every $v$. In the first direction each vanishing sum `hJ` is tested on the corresponding extra eigenvector. If the eigenspace were the singlet line, that vector would have to satisfy the singlet conditions, which gives $1=-1$ or $1=0$.

In the other direction `p`, `m` and `q` are the three product equations from the derivation by hand, with the nonzero factor removed by `mul_left_cancel₀`. The combinations `(e1 + e4) / 2` and `(e1 - e4) / 2` are the half-sum and half-difference taken there. The last lines check that multiples of the singlet solve all four equations.

```lean
/-- The eigenspace of the XYZ dimer at `-(Jx + Jy + Jz)` is spanned by the singlet
if and only if no two of the couplings add up to zero. -/
theorem singlet_level_iff (Jx Jy Jz : ℂ) :
    Module.End.eigenspace (Matrix.toLin' (xyzDimer Jx Jy Jz)) (-(Jx + Jy + Jz))
        = Submodule.span ℂ {singlet} ↔
      Jx + Jy ≠ 0 ∧ Jy + Jz ≠ 0 ∧ Jz + Jx ≠ 0 := by
  rw [Submodule.ext_iff]
  simp only [xyzDimer_eigen_iff, mem_span_singlet_iff]
  constructor
  · intro h
    -- each vanishing sum gives a second eigenvector at the same level
    refine ⟨fun hJ => ?_, fun hJ => ?_, fun hJ => ?_⟩
    · have k := (h (fun p => !![0, 1; 1, 0] p.1 p.2)).1
        ⟨by simp, by simp; linear_combination 2 * hJ,
          by simp; linear_combination 2 * hJ, by simp⟩
      have k3 : (1 : ℂ) = -1 := k.2.2
      norm_num at k3
    · have k := (h (fun p => !![1, 0; 0, -1] p.1 p.2)).1
        ⟨by simp; linear_combination 2 * hJ, by simp, by simp,
          by simp; linear_combination -2 * hJ⟩
      exact one_ne_zero (α := ℂ) k.1
    · have k := (h (fun p => !![1, 0; 0, 1] p.1 p.2)).1
        ⟨by simp; linear_combination 2 * hJ, by simp, by simp,
          by simp; linear_combination 2 * hJ⟩
      exact one_ne_zero (α := ℂ) k.1
  · rintro ⟨hxy, hyz, hzx⟩ v
    constructor
    · rintro ⟨e1, e2, _, e4⟩
      have p : v (0, 0) + v (1, 1) = 0 :=
        mul_left_cancel₀ hzx (by linear_combination (e1 + e4) / 2)
      have m : v (0, 0) - v (1, 1) = 0 :=
        mul_left_cancel₀ hyz (by linear_combination (e1 - e4) / 2)
      have q : v (0, 1) + v (1, 0) = 0 :=
        mul_left_cancel₀ hxy (by linear_combination e2)
      exact ⟨by linear_combination (p + m) / 2, by linear_combination (p - m) / 2,
        by linear_combination q⟩
    · rintro ⟨ha, hd, hc⟩
      refine ⟨?_, ?_, ?_, ?_⟩ <;> simp only [ha, hd, hc] <;> ring
```

## The isotropic dimer

At unit couplings each pairwise sum is 2, so the criterion applies, and $-(1+1+1)=-3$ is the singlet level. The characteristic polynomial follows from the four-factor formula by putting in the values.

```lean
/-- The Heisenberg dimer has characteristic polynomial `(x - 1)^3 (x + 3)`, and its
eigenspace at `-3` is spanned by the singlet `e01 - e10`. -/
theorem heisenbergDimer_spectrum :
    heisenbergDimer.charpoly = (X - 1) ^ 3 * (X + 3) ∧
      Module.End.eigenspace (Matrix.toLin' heisenbergDimer) (-3)
        = Submodule.span ℂ {singlet} := by
  rw [heisenbergDimer_eq]
  constructor
  · rw [xyzDimer_charpoly]
    simp only [map_add, map_sub, map_neg, map_one]
    ring
  · have e : (-3 : ℂ) = -(1 + 1 + 1) := by norm_num
    rw [e]
    exact (singlet_level_iff 1 1 1).2 ⟨by norm_num, by norm_num, by norm_num⟩
```

The last theorem describes the threefold level. The condition `∀ i j, v (i, j) = v (j, i)` is invariance of the vector $v$ itself under exchange of the two spins, and its only content is $v_{01}=v_{10}$. The singlet vector changes sign under the exchange and is therefore excluded, although an overall sign does not change the physical state. Three components remain free, in agreement with the exponent 3 in the characteristic polynomial. In the proof, the second eigenvalue equation gives the symmetry, and the symmetry in turn gives back all four equations.

```lean
/-- The eigenspace of the Heisenberg dimer at `1` consists of the states that are
unchanged when the two spins are exchanged. -/
theorem heisenbergDimer_triplet_iff (v : Fin 2 × Fin 2 → ℂ) :
    v ∈ Module.End.eigenspace (Matrix.toLin' heisenbergDimer) 1 ↔
      ∀ i j, v (i, j) = v (j, i) := by
  rw [heisenbergDimer_eq, xyzDimer_eigen_iff]
  constructor
  · rintro ⟨_, e2, _, _⟩
    have s : v (0, 1) = v (1, 0) := by linear_combination -e2 / 2
    intro i j
    fin_cases i <;> fin_cases j
    exacts [rfl, s, s.symm, rfl]
  · intro h
    have s := h 0 1
    exact ⟨by ring, by linear_combination -2 * s, by linear_combination 2 * s, by ring⟩

end

end HeisenbergDimerSpectrum
```

```lean
#print axioms HeisenbergDimerSpectrum.heisenbergDimer_spectrum
#print axioms HeisenbergDimerSpectrum.heisenbergDimer_triplet_iff
```

```
'HeisenbergDimerSpectrum.heisenbergDimer_spectrum' depends on axioms: [propext, Classical.choice, Quot.sound]
'HeisenbergDimerSpectrum.heisenbergDimer_triplet_iff' depends on axioms: [propext, Classical.choice, Quot.sound]
```

The theorems concern exactly two spins 1/2 with exchange diagonal in the $x$, $y$, $z$ axes. A magnetic field, an antisymmetric exchange term or a third spin would change the matrix, and the theorems as stated do not cover those cases.
